# The cubic Γ7 doublet of a J = 5/2 multiplet has a basis in which J restricts to −5/6 times the Pauli matrices

## Basis, ladder operators and the two states

Set $\hbar = 1$ and let $e_m$, with $m = 5/2, 3/2, \dots, -5/2$, be the orthonormal eigenvectors of $J_z$ in a single $J = 5/2$ multiplet, listed in that order. The phases are the standard ones, for which the raising operator has non-negative matrix elements:

$$J_+ e_m = \sqrt{J(J+1) - m(m+1)}\; e_{m+1}.$$

For $m = -5/2, -3/2, -1/2, 1/2, 3/2$ the square roots are $\sqrt5,\ 2\sqrt2,\ 3,\ 2\sqrt2,\ \sqrt5$, and $J_+ e_{5/2} = 0$. The lowering operator $J_-$ is the transpose of $J_+$, and $J_x = (J_+ + J_-)/2$, $J_y = (J_+ - J_-)/(2i)$.

With the $x$, $y$ and $z$ axes along the three fourfold axes of a cubic crystal, the Γ7 doublet is spanned by

$$u = \frac{e_{5/2} - \sqrt5\, e_{-3/2}}{\sqrt6}, \qquad w = \frac{e_{-5/2} - \sqrt5\, e_{3/2}}{\sqrt6}.$$

Let $V$ be the $6\times 2$ matrix with columns $u$ and $w$. The restriction of an operator $A$ to the doublet is the $2\times2$ matrix $V^\dagger A V$, whose entries are $\langle u|A|u\rangle$, $\langle u|A|w\rangle$ and so on. The claim is that $V^\dagger V = 1$ and

$$V^\dagger J_a V = -\tfrac56\,\sigma_a \qquad (a = x, y, z),$$

where $\sigma_a$ are the Pauli matrices.

## The restricted matrices by direct calculation

Each state has squared norm $(1+5)/6 = 1$. The two states share no basis vector, so $\langle u|w\rangle = 0$.

For the raising operator,

$$J_+ w = \frac{\sqrt5\, e_{-3/2} - 5\, e_{5/2}}{\sqrt6}, \qquad J_+ u = -\frac{\sqrt5\cdot 2\sqrt2}{\sqrt6}\, e_{-1/2}.$$

The second vector is orthogonal to both $u$ and $w$. The first is orthogonal to $w$, and its overlap with $u$ is

$$\langle u|J_+|w\rangle = \frac{-5 - 5}{6} = -\frac53.$$

This is the only nonzero element of the restricted $J_+$. By transposition, the only nonzero element of the restricted $J_-$ is $\langle w|J_-|u\rangle = -5/3$.

Half the sum has both off-diagonal elements equal to $-5/6$, which is $-\frac56\sigma_x$. For $J_y$, the factor $1/(2i) = -i/2$ gives

$$\langle u|J_y|w\rangle = \frac{5i}{6}, \qquad \langle w|J_y|u\rangle = -\frac{5i}{6},$$

which is $-\frac56\sigma_y$. Finally, $J_z$ is diagonal, so it does not connect $u$ with $w$, and

$$\langle u|J_z|u\rangle = \frac16\left(\frac52 - 5\cdot\frac32\right) = -\frac56, \qquad \langle w|J_z|w\rangle = +\frac56.$$

The particular superposition matters. Take the basis states $e_{5/2}$ and $e_{-5/2}$ instead. They are orthonormal too, but $J_\pm$ does not connect them, so $J_x$ and $J_y$ restrict to zero while $J_z$ restricts to $\frac52\sigma_z$. No common factor then relates the three matrices to the Pauli matrices.

For an isolated $J = 5/2$ multiplet whose Γ7 level is well separated from the other states, the result justifies replacing $\mathbf J$ in the Zeeman term by $-\frac53\mathbf S$, with $\mathbf S = \boldsymbol\sigma/2$ an effective spin one-half, when the energies of the doublet are wanted to first order in the magnetic field.

## The doublet as a level of the cubic crystal field

The fourth-order cubic crystal field is proportional to $C = O_{40} + 5\,O_{44}$, where, with $X = J(J+1) = 35/4$,

$$O_{40} = 35J_z^4 - (30X - 25)J_z^2 + 3X^2 - 6X, \qquad O_{44} = \tfrac12\left(J_+^4 + J_-^4\right).$$

The ratio 5 is the one that cubic symmetry requires for these axes.

Inserting $m^2 = 25/4,\ 9/4,\ 1/4$ gives $O_{40}$ the diagonal values $60$, $-180$ and $120$ for $|m| = 5/2,\ 3/2,\ 1/2$. Four raising steps connect $e_{-3/2}$ to $e_{5/2}$ and $e_{-5/2}$ to $e_{3/2}$. In both cases the product of the matrix elements is $\sqrt5\cdot 2\sqrt2\cdot 3\cdot 2\sqrt2 = 24\sqrt5$, so $5\,O_{44}$ contributes $60\sqrt5$. In the basis $(e_{5/2}, e_{-3/2})$, and equally in $(e_{-5/2}, e_{3/2})$, the operator $C$ is therefore

$$\begin{pmatrix} 60 & 60\sqrt5\\ 60\sqrt5 & -180\end{pmatrix}
= 120\begin{pmatrix}1&0\\0&1\end{pmatrix} - 360\cdot\frac16\begin{pmatrix}1&-\sqrt5\\-\sqrt5&5\end{pmatrix}.$$

The last matrix, with its factor $1/6$, projects onto $u$ in the first basis and onto $w$ in the second. On $e_{\pm1/2}$ the operator $C$ equals 120. Together,

$$C = 120 - 360\,VV^\dagger.$$

If $Cv = -240\,v$, then $360\,v = 360\,VV^\dagger v$, so $v = V(V^\dagger v)$ is a combination of $u$ and $w$. Conversely, if $v = Vc$, then $V^\dagger V = 1$ gives $Cv = 120\,v - 360\,v = -240\,v$. The doublet is thus the whole level at $-240$. The sign of the coefficient multiplying $C$ in the Hamiltonian decides whether that level lies lowest.

## Square roots and matrices in Lean

```lean
import Mathlib

open Matrix

namespace GammaSevenDoublet

noncomputable section
```

All matrices have complex entries, so the real square roots are first carried over to the complex numbers.

```lean
/-- The square root of a natural number, as a complex number. -/
def root (n : ℕ) : ℂ := ((Real.sqrt (n : ℝ) : ℝ) : ℂ)
```

The next four lemmas supply what the later calculations need: a root squares to its argument, it is unchanged by complex conjugation, $\sqrt5\cdot\sqrt5 = 5$, and $(1/\sqrt6)^2 = 1/6$.

```lean
lemma root_mul_self (n : ℕ) : root n * root n = (n : ℂ) := by
  unfold root
  rw [← Complex.ofReal_mul, Real.mul_self_sqrt (Nat.cast_nonneg n), Complex.ofReal_natCast]

lemma root_conj (n : ℕ) : (starRingEnd ℂ) (root n) = root n :=
  Complex.conj_ofReal _

lemma root_five : root 5 * root 5 = 5 := by
  simpa using root_mul_self 5

lemma inv_root_six : (root 6)⁻¹ * (root 6)⁻¹ = 1 / 6 := by
  rw [← mul_inv, root_mul_self]
  norm_num
```

Rows and columns of a `Matrix (Fin 6) (Fin 6) ℂ` are numbered from 0 to 5, and index $k$ stands for $m = 5/2 - k$. The angular momentum matrices are written out explicitly. They are the standard ones by definition, and the commutation relations are not derived.

```lean
/-- The operator Jz for J = 5/2, in the basis m = 5/2, 3/2, 1/2, -1/2, -3/2, -5/2. -/
def Jz : Matrix (Fin 6) (Fin 6) ℂ :=
  Matrix.diagonal ![5/2, 3/2, 1/2, -1/2, -3/2, -5/2]

/-- The raising operator J+ for J = 5/2. -/
def Jplus : Matrix (Fin 6) (Fin 6) ℂ :=
  !![0, root 5, 0, 0, 0, 0;
     0, 0, 2 * root 2, 0, 0, 0;
     0, 0, 0, 3, 0, 0;
     0, 0, 0, 0, 2 * root 2, 0;
     0, 0, 0, 0, 0, root 5;
     0, 0, 0, 0, 0, 0]

/-- The lowering operator J-, the transpose of the real matrix J+. -/
def Jminus : Matrix (Fin 6) (Fin 6) ℂ := Jplusᵀ
```

In `Jy` the factor $1/(2i)$ appears as `-Complex.I / 2`.

```lean
/-- The operator Jx = (J+ + J-)/2. -/
def Jx : Matrix (Fin 6) (Fin 6) ℂ := (1 / 2 : ℂ) • (Jplus + Jminus)

/-- The operator Jy = (J+ - J-)/(2i). -/
def Jy : Matrix (Fin 6) (Fin 6) ℂ := (-Complex.I / 2) • (Jplus - Jminus)
```

The Pauli matrices have their usual form. Index 0 belongs to $u$ and index 1 to $w$, which fixes the sign of $\sigma_z$.

```lean
/-- The Pauli matrix σx. -/
def pauliX : Matrix (Fin 2) (Fin 2) ℂ := !![0, 1; 1, 0]

/-- The Pauli matrix σy. -/
def pauliY : Matrix (Fin 2) (Fin 2) ℂ := !![0, -Complex.I; Complex.I, 0]

/-- The Pauli matrix σz. -/
def pauliZ : Matrix (Fin 2) (Fin 2) ℂ := !![1, 0; 0, -1]
```

The states are entered in two stages. `doubletRaw` holds the columns without normalisation, each of squared norm 6, and `doublet` is the normalised matrix $V$.

```lean
/-- The columns |5/2⟩ - √5 |-3/2⟩ and |-5/2⟩ - √5 |3/2⟩, not yet normalised. -/
def doubletRaw : Matrix (Fin 6) (Fin 2) ℂ :=
  !![1, 0; 0, -root 5; 0, 0; 0, 0; -root 5, 0; 0, 1]

/-- The Γ7 doublet: the columns are u = (|5/2⟩ - √5 |-3/2⟩)/√6 and
w = (|-5/2⟩ - √5 |3/2⟩)/√6. -/
def doublet : Matrix (Fin 6) (Fin 2) ℂ := (root 6)⁻¹ • doubletRaw
```

The restriction is $V^\dagger A V$, where `ᴴ` denotes the conjugate transpose.

```lean
/-- The 2 × 2 matrix of an operator between the states u and w. -/
def restrict (A : Matrix (Fin 6) (Fin 6) ℂ) : Matrix (Fin 2) (Fin 2) ℂ :=
  doubletᴴ * A * doublet
```

## Extracting the normalisation

Since the entries of $V$ are real, its adjoint is $1/\sqrt6$ times the plain transpose of `doubletRaw`. The lemma `restrict_eq` then collects the two factors $1/\sqrt6$ into a single $1/6$, so $\sqrt6$ drops out of the calculation of restricted matrices.

```lean
lemma doublet_adjoint : doubletᴴ = (root 6)⁻¹ • doubletRawᵀ := by
  have hs : star (root 6)⁻¹ = (root 6)⁻¹ := by simp [root_conj]
  have hW : doubletRawᴴ = doubletRawᵀ := by
    ext i j
    fin_cases i <;> fin_cases j <;> simp [doubletRaw, root_conj]
  rw [doublet, Matrix.conjTranspose_smul, hs, hW]

lemma restrict_eq (A : Matrix (Fin 6) (Fin 6) ℂ) :
    restrict A = (1 / 6 : ℂ) • (doubletRawᵀ * A * doubletRaw) := by
  rw [restrict, doublet_adjoint, doublet]
  simp only [Matrix.smul_mul, Matrix.mul_smul, smul_smul]
  rw [inv_root_six]
```

## Orthonormality and the Pauli form

`doublet_orthonormal` states $V^\dagger V = 1$, which contains both norms and the vanishing overlap. It applies `restrict_eq` to the identity operator and then compares the four entries. `fin_cases` lists them, `simp` expands the sums over six basis states, and `grind` finishes with $\sqrt5\cdot\sqrt5 = 5$.

```lean
/-- The states u and w are orthonormal. -/
theorem doublet_orthonormal : doubletᴴ * doublet = 1 := by
  have h := restrict_eq 1
  rw [restrict, Matrix.mul_one, Matrix.mul_one] at h
  rw [h]
  clear h
  have h5 := root_five
  ext i j
  fin_cases i <;> fin_cases j <;>
    simp [doubletRaw, Matrix.mul_apply, Fin.sum_univ_six] <;> grind
```

The ladder operators are treated in the same way. In each case `simp` settles the three vanishing elements, and `grind` evaluates the remaining one, $-10/6 = -5/3$.

```lean
/-- Between u and w, the raising operator has the single nonzero element ⟨u|J+|w⟩ = -5/3. -/
theorem restrict_Jplus : restrict Jplus = !![0, -(5 / 3); 0, 0] := by
  rw [restrict_eq]
  have h5 := root_five
  ext i j
  fin_cases i <;> fin_cases j <;>
    simp [doubletRaw, Jplus, Matrix.mul_apply, Fin.sum_univ_six]
  grind

/-- Between u and w, the lowering operator has the single nonzero element ⟨w|J-|u⟩ = -5/3. -/
theorem restrict_Jminus : restrict Jminus = !![0, 0; -(5 / 3), 0] := by
  rw [restrict_eq]
  have h5 := root_five
  ext i j
  fin_cases i <;> fin_cases j <;>
    simp [doubletRaw, Jminus, Jplus, Matrix.mul_apply, Fin.sum_univ_six]
  grind
```

The main theorem is a conjunction of three matrix equations, one for each component. For `Jx` and `Jy`, the inner statement `h` expresses linearity: the restriction of a combination of ladder operators is the same combination of their restrictions. The two preceding results are then inserted and the entries compared. For `Jz` the entries are calculated directly.

```lean
/-- The 2 × 2 matrices of Jx, Jy and Jz between the states u and w are -5/6 times the Pauli matrices
σx, σy and σz, respectively. -/
theorem restrict_J_eq_pauli :
    restrict Jx = (-(5 / 6) : ℂ) • pauliX ∧
    restrict Jy = (-(5 / 6) : ℂ) • pauliY ∧
    restrict Jz = (-(5 / 6) : ℂ) • pauliZ := by
  refine ⟨?_, ?_, ?_⟩
  · have h : restrict Jx = (1 / 2 : ℂ) • (restrict Jplus + restrict Jminus) := by
      simp only [restrict, Jx, Matrix.mul_smul, Matrix.smul_mul, Matrix.mul_add, Matrix.add_mul]
    rw [h, restrict_Jplus, restrict_Jminus]
    ext i j
    fin_cases i <;> fin_cases j <;> simp [pauliX] <;> ring
  · have h : restrict Jy = (-Complex.I / 2) • (restrict Jplus - restrict Jminus) := by
      simp only [restrict, Jy, Matrix.mul_smul, Matrix.smul_mul, Matrix.mul_sub, Matrix.sub_mul]
    rw [h, restrict_Jplus, restrict_Jminus]
    ext i j
    fin_cases i <;> fin_cases j <;> simp [pauliY] <;> ring
  · rw [restrict_eq]
    have h5 := root_five
    ext i j
    fin_cases i <;> fin_cases j <;>
      simp [doubletRaw, Jz, pauliZ, Matrix.mul_apply, Fin.sum_univ_six,
        Matrix.diagonal_apply] <;> grind
```

The equations hold for this ordering and these phases of $u$ and $w$. Replacing $w$ by $-w$, for instance, would reverse the signs of the restricted $J_x$ and $J_y$ and leave $J_z$ unchanged.

## The Stevens operators and the projector

The Stevens operators are defined by their polynomials, with $X = 35/4$ inserted. The combination `cubicField` is taken as the definition of the cubic field. Neither its invariance under the cubic group nor the symmetry label Γ7 is derived, and the operator carries no energy scale.

```lean
/-- The Stevens operator O40 = 35Jz⁴ - (30X - 25)Jz² + 3X² - 6X, with X = J(J+1) = 35/4. -/
def stevensO40 : Matrix (Fin 6) (Fin 6) ℂ :=
  (35 : ℂ) • Jz ^ 4 - (30 * (35 / 4) - 25 : ℂ) • Jz ^ 2
    + (3 * (35 / 4) ^ 2 - 6 * (35 / 4) : ℂ) • 1

/-- The Stevens operator O44 = (J+⁴ + J-⁴)/2. -/
def stevensO44 : Matrix (Fin 6) (Fin 6) ℂ := (1 / 2 : ℂ) • (Jplus ^ 4 + Jminus ^ 4)

/-- The fourth-order cubic crystal-field operator O40 + 5 O44. -/
def cubicField : Matrix (Fin 6) (Fin 6) ℂ := stevensO40 + (5 : ℂ) • stevensO44
```

The fourth power of $J_+$ is found by squaring twice. `Jplus_sq` gives the products of two neighbouring matrix elements, and `Jplus_four` leaves the two entries $24\sqrt5$ found above.

```lean
lemma Jplus_sq : Jplus * Jplus =
    !![0, 0, 2 * root 2 * root 5, 0, 0, 0;
       0, 0, 0, 6 * root 2, 0, 0;
       0, 0, 0, 0, 6 * root 2, 0;
       0, 0, 0, 0, 0, 2 * root 2 * root 5;
       0, 0, 0, 0, 0, 0;
       0, 0, 0, 0, 0, 0] := by
  ext i j
  fin_cases i <;> fin_cases j <;>
    simp [Jplus, Matrix.mul_apply, Fin.sum_univ_six] <;> ring

lemma Jplus_four : Jplus ^ 4 =
    !![0, 0, 0, 0, 24 * root 5, 0;
       0, 0, 0, 0, 0, 24 * root 5;
       0, 0, 0, 0, 0, 0;
       0, 0, 0, 0, 0, 0;
       0, 0, 0, 0, 0, 0;
       0, 0, 0, 0, 0, 0] := by
  have h : Jplus ^ 4 = (Jplus * Jplus) * (Jplus * Jplus) := by noncomm_ring
  rw [h, Jplus_sq]
  clear h
  have h2 : root 2 * root 2 = 2 := by simpa using root_mul_self 2
  ext i j
  fin_cases i <;> fin_cases j <;>
    simp [Matrix.mul_apply, Fin.sum_univ_six] <;> grind
```

The unnormalised product `doubletRaw * doubletRawᵀ` is six times the projector $VV^\dagger$. Its entries come from a sum over the two columns.

```lean
lemma doubletRaw_mul_transpose : doubletRaw * doubletRawᵀ =
    !![1, 0, 0, 0, -root 5, 0;
       0, 5, 0, 0, 0, -root 5;
       0, 0, 0, 0, 0, 0;
       0, 0, 0, 0, 0, 0;
       -root 5, 0, 0, 0, 5, 0;
       0, -root 5, 0, 0, 0, 1] := by
  have h5 := root_five
  ext i j
  -- expand the sum over the two columns before inserting the entries
  rw [Matrix.mul_apply, Fin.sum_univ_two]
  fin_cases i <;> fin_cases j <;> simp [doubletRaw] <;> grind
```

`cubicField_eq_projector` is the identity $C = 120 - 360\,VV^\dagger$. The proof obtains $J_-^4$ as the transpose of $J_+^4$, takes the powers of the diagonal matrix $J_z$ entry by entry, and compares the 36 entries of the two sides.

```lean
/-- The cubic crystal-field operator is 120 minus 360 times the projector onto the doublet. -/
theorem cubicField_eq_projector :
    cubicField = (120 : ℂ) • 1 - (360 : ℂ) • (doublet * doubletᴴ) := by
  have hp : doublet * doubletᴴ = (1 / 6 : ℂ) • (doubletRaw * doubletRawᵀ) := by
    rw [doublet_adjoint, doublet, Matrix.smul_mul, Matrix.mul_smul, smul_smul, inv_root_six]
  have hm : Jminus ^ 4 = (Jplus ^ 4)ᵀ := by rw [Jminus, Matrix.transpose_pow]
  rw [cubicField, stevensO40, stevensO44, hm, Jplus_four, hp, doubletRaw_mul_transpose, Jz,
    Matrix.diagonal_pow, Matrix.diagonal_pow]
  clear hp hm
  ext i j
  fin_cases i <;> fin_cases j <;>
    simp <;> grind
```

The last theorem concerns an arbitrary vector `v` of six complex components; `*ᵥ` is the action of a matrix on a vector, and `c` holds the two coefficients of $u$ and $w$. The zero vector is included on both sides of the equivalence, whereas a physical state is a nonzero `v`.

The statement `h` rewrites $Cv$ by means of the projector identity. In the forward direction the coefficients are $c = V^\dagger v$, and `linear_combination` divides the eigenvalue equation by 360 to give $v = VV^\dagger v$. In the reverse direction `hc` uses orthonormality to obtain $V^\dagger V c = c$, after which only $120 - 360 = -240$ remains.

```lean
/-- A vector satisfies the eigenvalue equation of the cubic crystal-field operator with value -240
exactly when it is a combination of u and w. -/
theorem cubicField_level_iff (v : Fin 6 → ℂ) :
    cubicField *ᵥ v = (-240 : ℂ) • v ↔ ∃ c : Fin 2 → ℂ, v = doublet *ᵥ c := by
  have h : cubicField *ᵥ v =
      (120 : ℂ) • v - (360 : ℂ) • (doublet *ᵥ (doubletᴴ *ᵥ v)) := by
    rw [cubicField_eq_projector, Matrix.sub_mulVec, Matrix.smul_mulVec, Matrix.smul_mulVec,
      Matrix.one_mulVec, Matrix.mulVec_mulVec]
  constructor
  · intro e
    rw [h] at e
    -- the eigenvalue equation says that v equals its own projection
    exact ⟨doubletᴴ *ᵥ v, by linear_combination (norm := module) (1 / 360 : ℂ) • e⟩
  · rintro ⟨c, rfl⟩
    have hc : doubletᴴ *ᵥ (doublet *ᵥ c) = c := by
      rw [Matrix.mulVec_mulVec, doublet_orthonormal, Matrix.one_mulVec]
    rw [h, hc]
    module

end

end GammaSevenDoublet
```

```lean
#print axioms GammaSevenDoublet.restrict_J_eq_pauli
#print axioms GammaSevenDoublet.cubicField_level_iff
```

```
'GammaSevenDoublet.restrict_J_eq_pauli' depends on axioms: [propext, Classical.choice, Quot.sound]
'GammaSevenDoublet.cubicField_level_iff' depends on axioms: [propext, Classical.choice, Quot.sound]
```
